# With γ_i² = 1, the SYK Hamiltonian has tr H = 0 and tr H² = d Σ J²

Take five Majorana operators γ_0, …, γ_4, represented by d×d matrices, which anticommute pairwise and square to one. Keep only two quartic terms:

H = J_0123 A + J_0124 B, with A = γ_0γ_1γ_2γ_3 and B = γ_0γ_1γ_2γ_4.

Both A and B square to one, so the only question in tr H² is the cross term tr AB. Now γ_3 anticommutes with A and commutes with B, so it anticommutes with AB. Conjugating AB by γ_3 flips its sign but keeps its trace, hence tr AB = 0 and

tr H² = d (J_0123² + J_0124²).

The same should hold for the full SYK Hamiltonian, H = Σ_(i<j<k<l) J_ijkl γ_iγ_jγ_kγ_l: the trace of H vanishes, and the trace of H² is d times the sum of the squared couplings, for each fixed set of couplings. I would like to see this made rigorous and checked by machine, including the signs and the claim that every pair of different terms has a mode that does the job of γ_3. How does that go in Lean?

## A mode that occurs in only one of two strings

The argument with γ_3 carries over once the signs are known for strings of any length. Write Γ(l) for the product of the Majorana operators along a list l of distinct modes, and q for its length. In the steps below, l is such a list, as in the lemmas of the file, and not the last index of J_ijkl.

First, move γ_i through Γ(l). If i is not in l, each of the q operators passed gives a minus sign. If i is in l, γ_i commutes with itself and picks up a sign from the other q − 1 operators. Since q − 1 and q + 1 have the same parity,

γ_i Γ(l) = (−1)^q Γ(l) γ_i if i is not in l,

γ_i Γ(l) = (−1)^(q+1) Γ(l) γ_i if i is in l.

Second, square a string. Split off its first operator, Γ(l) = γ_j Γ(t), where t has q − 1 modes and does not contain j. Then

Γ(l)² = γ_j Γ(t) γ_j Γ(t) = (−1)^(q−1) Γ(t) γ_j γ_j Γ(t) = (−1)^(q−1) Γ(t)².

Repeating this down to the empty string, which is the identity, collects (q−1) + (q−2) + … + 0 = q(q−1)/2 signs. For q = 4 there are six, so a quartic string squares to +1.

Third, let l and m be lists of even length, with i in l but not in m, and put X = Γ(l)Γ(m). Then γ_i anticommutes with Γ(l) and commutes with Γ(m), so γ_i X = −X γ_i. With γ_i² = 1 and the cyclicity of the trace,

tr X = tr(γ_i γ_i X) = tr(γ_i X γ_i) = −tr(X γ_i γ_i) = −tr X,

and therefore tr X = 0. If m is empty, this says that a non-empty even string is traceless, which gives tr H = 0 term by term.

Fourth, two different increasing lists of the same length always provide such a mode. If every mode of the first were in the second, the two would contain the same modes, and increasing order would make them the same list.

Now expand the square, with a and b running over the quadruples and L(a) denoting the list of modes of a:

tr H² = Σ_a Σ_b J_a J_b tr(Γ(L(a)) Γ(L(b))).

The terms with a ≠ b vanish by the third and fourth steps. Each term with a = b contributes J_a² tr 1 = d J_a², which is the claim.

Here is the complete Lean file.

```lean
import Mathlib

open Matrix

namespace MajoranaStrings

variable {n d : ℕ}

/-- Majorana operators: `γ i` and `γ j` anticommute for `i ≠ j`, and each squares to one,
written as a single anticommutation relation. -/
def IsMajorana (γ : Fin n → Matrix (Fin d) (Fin d) ℂ) : Prop :=
  ∀ i j, γ i * γ j + γ j * γ i = if i = j then 2 else 0

/-- The Majorana string: the product of the operators along a list of modes, in order. -/
def majoranaString (γ : Fin n → Matrix (Fin d) (Fin d) ℂ) (l : List (Fin n)) :
    Matrix (Fin d) (Fin d) ℂ :=
  (l.map γ).prod

/-- The quadruples of modes `i < j < k < l`. -/
def quadruples (n : ℕ) : Finset (Fin n × Fin n × Fin n × Fin n) :=
  Finset.univ.filter fun p => p.1 < p.2.1 ∧ p.2.1 < p.2.2.1 ∧ p.2.2.1 < p.2.2.2

/-- The SYK Hamiltonian: the sum of `J i j k l • γ i γ j γ k γ l` over `i < j < k < l`. -/
noncomputable def sykHamiltonian (γ : Fin n → Matrix (Fin d) (Fin d) ℂ)
    (J : Fin n → Fin n → Fin n → Fin n → ℂ) : Matrix (Fin d) (Fin d) ℂ :=
  ∑ p ∈ quadruples n, J p.1 p.2.1 p.2.2.1 p.2.2.2 •
    (γ p.1 * γ p.2.1 * γ p.2.2.1 * γ p.2.2.2)

variable {γ : Fin n → Matrix (Fin d) (Fin d) ℂ}

/-- Each Majorana operator squares to the identity. -/
theorem majorana_sq (h : IsMajorana γ) (i : Fin n) : γ i * γ i = 1 := by
  have h2 : γ i * γ i + γ i * γ i = 2 := by simpa using h i i
  have two : (2 : Matrix (Fin d) (Fin d) ℂ) = 1 + 1 := one_add_one_eq_two.symm
  calc γ i * γ i = (1 / 2 : ℂ) • (γ i * γ i + γ i * γ i) := by module
    _ = 1 := by rw [h2, two]; module

/-- Moving a Majorana operator through a string that does not contain its mode gives one
sign per operator passed. -/
theorem string_comm_of_notMem (h : IsMajorana γ) {i : Fin n} {l : List (Fin n)}
    (hi : i ∉ l) :
    γ i * majoranaString γ l = (-1 : ℂ) ^ l.length • (majoranaString γ l * γ i) := by
  induction l with
  | nil => simp [majoranaString]
  | cons j t ih =>
    rw [List.mem_cons, not_or] at hi
    have a : γ i * γ j = -(γ j * γ i) :=
      eq_neg_of_add_eq_zero_left (by simpa [hi.1] using h i j)
    have e : majoranaString γ (j :: t) = γ j * majoranaString γ t := by
      simp [majoranaString]
    rw [e, ← mul_assoc, a, neg_mul, mul_assoc, ih hi.2, mul_smul_comm, List.length_cons,
      pow_succ, mul_assoc (γ j)]
    module

/-- Moving a Majorana operator through a string of distinct modes that contains its own mode
gives one sign fewer than the length of the string. -/
theorem string_comm_of_mem (h : IsMajorana γ) {i : Fin n} {l : List (Fin n)}
    (hl : l.Nodup) (hi : i ∈ l) :
    γ i * majoranaString γ l = (-1 : ℂ) ^ (l.length + 1) • (majoranaString γ l * γ i) := by
  induction l with
  | nil => simp at hi
  | cons j t ih =>
    rw [List.nodup_cons] at hl
    have e : majoranaString γ (j :: t) = γ j * majoranaString γ t := by
      simp [majoranaString]
    by_cases hij : i = j
    · -- the operator meets itself first and then passes the rest
      subst hij
      rw [e, mul_assoc (γ i) _ (γ i), string_comm_of_notMem h hl.1, mul_smul_comm,
        List.length_cons, pow_succ, pow_succ]
      module
    · have hit : i ∈ t := (List.mem_cons.mp hi).resolve_left hij
      have a : γ i * γ j = -(γ j * γ i) :=
        eq_neg_of_add_eq_zero_left (by simpa [hij] using h i j)
      rw [e, ← mul_assoc, a, neg_mul, mul_assoc, ih hl.2 hit, mul_smul_comm,
        List.length_cons, pow_succ _ (t.length + 1), mul_assoc (γ j)]
      module

/-- A string of `q` distinct Majorana operators squares to the sign `(-1)^(q choose 2)`. -/
theorem string_sq (h : IsMajorana γ) {l : List (Fin n)} (hl : l.Nodup) :
    majoranaString γ l * majoranaString γ l = (-1 : ℂ) ^ (l.length.choose 2) • 1 := by
  induction l with
  | nil => simp [majoranaString]
  | cons j t ih =>
    rw [List.nodup_cons] at hl
    have e : majoranaString γ (j :: t) = γ j * majoranaString γ t := by
      simp [majoranaString]
    have c : (t.length + 1).choose 2 = t.length + t.length.choose 2 := by
      rw [Nat.choose_succ_succ' t.length 1, Nat.choose_one_right]
    have m : majoranaString γ t * γ j * (γ j * majoranaString γ t)
        = majoranaString γ t * majoranaString γ t := by
      rw [mul_assoc, ← mul_assoc (γ j), majorana_sq h, one_mul]
    rw [e, List.length_cons, c, pow_add, ← smul_smul, ← ih hl.2, ← m, ← smul_mul_assoc,
      ← string_comm_of_notMem h hl.1]

/-- The product of two even strings of distinct modes is traceless if some mode occurs in the
first and not in the second. -/
theorem trace_string_mul (h : IsMajorana γ) {i : Fin n} {l m : List (Fin n)}
    (hl : l.Nodup) (el : Even l.length) (em : Even m.length) (hi : i ∈ l) (hm : i ∉ m) :
    trace (majoranaString γ l * majoranaString γ m) = 0 := by
  have a : γ i * majoranaString γ l = -(majoranaString γ l * γ i) := by
    rw [string_comm_of_mem h hl hi, pow_succ, el.neg_one_pow]
    module
  have b : γ i * majoranaString γ m = majoranaString γ m * γ i := by
    rw [string_comm_of_notMem h hm, em.neg_one_pow, one_smul]
  set X := majoranaString γ l * majoranaString γ m with hX
  have k : γ i * X = -(X * γ i) := by
    rw [hX, ← mul_assoc, a, neg_mul, mul_assoc, b, mul_assoc]
  -- conjugation by `γ i` keeps the trace and flips the sign
  have t := trace_mul_comm (γ i * X) (γ i)
  rw [← mul_assoc (γ i) (γ i) X, majorana_sq h, one_mul, k, neg_mul, mul_assoc,
    majorana_sq h, mul_one, trace_neg] at t
  linear_combination (-1 / 2 : ℂ) * t

/-- Second moment of a `q`-body Majorana Hamiltonian, `q` even, built from any finite family of
different strings with increasing modes. -/
theorem trace_sq_strings (h : IsMajorana γ) {ι : Type*} (s : Finset ι)
    (L : ι → List (Fin n)) (J : ι → ℂ) {q : ℕ} (hq : Even q)
    (hlen : ∀ a ∈ s, (L a).length = q) (hs : ∀ a ∈ s, (L a).Pairwise (· < ·))
    (hinj : Set.InjOn L s) :
    trace ((∑ a ∈ s, J a • majoranaString γ (L a)) ^ 2)
      = (-1) ^ (q.choose 2) * (d * ∑ a ∈ s, J a ^ 2) := by
  have nd : ∀ a ∈ s, (L a).Nodup := fun a ha => (hs a ha).imp fun hxy => ne_of_lt hxy
  rw [sq, Finset.sum_mul_sum, trace_sum, Finset.mul_sum, Finset.mul_sum]
  refine Finset.sum_congr rfl fun a ha => ?_
  rw [trace_sum, Finset.sum_eq_single_of_mem a ha]
  · rw [smul_mul_smul_comm, string_sq h (nd a ha), hlen a ha, trace_smul, trace_smul,
      trace_one, Fintype.card_fin, smul_eq_mul, smul_eq_mul]
    ring
  · intro b hb hba
    -- different increasing strings of equal length differ in some mode
    have hex : ∃ i, i ∈ L a ∧ i ∉ L b := by
      by_contra hc
      have sub : L a ⊆ L b := fun i hi => by
        by_contra hib
        exact hc ⟨i, hi, hib⟩
      have perm : (L a).Perm (L b) :=
        (List.subperm_of_subset (nd a ha) sub).perm_of_length_le
          (by rw [hlen a ha, hlen b hb])
      exact hba (hinj hb ha (List.Perm.eq_of_pairwise
        (fun x y _ _ h1 h2 => (lt_asymm h1 h2).elim) (hs a ha) (hs b hb) perm).symm)
    obtain ⟨i, hi, hib⟩ := hex
    rw [smul_mul_smul_comm, trace_smul, trace_string_mul h (nd a ha)
      (by rwa [hlen a ha]) (by rwa [hlen b hb]) hi hib, smul_zero]

/-- The first two spectral moments of the SYK Hamiltonian: `tr H = 0`, and `tr H²` is `d` times
the sum of the squared couplings. -/
theorem syk_moments (h : IsMajorana γ) (J : Fin n → Fin n → Fin n → Fin n → ℂ) :
    trace (sykHamiltonian γ J) = 0 ∧
    trace (sykHamiltonian γ J ^ 2)
      = d * ∑ p ∈ quadruples n, J p.1 p.2.1 p.2.2.1 p.2.2.2 ^ 2 := by
  let L : Fin n × Fin n × Fin n × Fin n → List (Fin n) :=
    fun p => [p.1, p.2.1, p.2.2.1, p.2.2.2]
  have hH : sykHamiltonian γ J = ∑ p ∈ quadruples n,
      J p.1 p.2.1 p.2.2.1 p.2.2.2 • majoranaString γ (L p) := by
    simp [sykHamiltonian, majoranaString, L, mul_assoc]
  have hs : ∀ p ∈ quadruples n, (L p).Pairwise (· < ·) := by
    intro p hp
    obtain ⟨h1, h2, h3⟩ := (Finset.mem_filter.mp hp).2
    simp [L, h1, h2, h3, h1.trans h2, h2.trans h3, (h1.trans h2).trans h3]
  constructor
  · rw [hH, trace_sum]
    refine Finset.sum_eq_zero fun p hp => ?_
    have t := trace_string_mul h (i := p.1) (l := L p) (m := [])
      ((hs p hp).imp fun hxy => ne_of_lt hxy) ⟨2, rfl⟩ ⟨0, rfl⟩ (by simp [L]) (by simp)
    have e : majoranaString γ [] = 1 := by simp [majoranaString]
    rw [e, mul_one] at t
    rw [trace_smul, t, smul_zero]
  · have sign : (-1 : ℂ) ^ (Nat.choose 4 2) = 1 := by norm_num [Nat.choose]
    rw [hH, trace_sq_strings h (quadruples n) L _ (q := 4) ⟨2, rfl⟩ (fun _ _ => rfl) hs
      (fun p _ r _ hpr => by simpa [L, Prod.ext_iff] using hpr), sign, one_mul]

/-- Five 4×4 matrices with Gaussian integer entries; `⟨0, 1⟩` is the imaginary unit. -/
def fiveGammas : Fin 5 → Matrix (Fin 4) (Fin 4) GaussianInt :=
  let i : GaussianInt := ⟨0, 1⟩
  ![!![0, 0, 1, 0; 0, 0, 0, 1; 1, 0, 0, 0; 0, 1, 0, 0],
    !![0, 0, -i, 0; 0, 0, 0, -i; i, 0, 0, 0; 0, i, 0, 0],
    !![0, 1, 0, 0; 1, 0, 0, 0; 0, 0, 0, -1; 0, 0, -1, 0],
    !![0, -i, 0, 0; i, 0, 0, 0; 0, 0, 0, i; 0, 0, -i, 0],
    !![1, 0, 0, 0; 0, -1, 0, 0; 0, 0, -1, 0; 0, 0, 0, 1]]

/-- The five explicit 4×4 matrices, read as complex matrices, are Majorana operators. -/
theorem isMajorana_witness :
    IsMajorana fun i => GaussianInt.toComplex.mapMatrix (fiveGammas i) := by
  have g : ∀ i j, fiveGammas i * fiveGammas j + fiveGammas j * fiveGammas i
      = if i = j then 2 else 0 := by decide +kernel
  intro i j
  dsimp only
  rw [← map_mul, ← map_mul, ← map_add, g i j]
  split_ifs
  · exact map_ofNat _ 2
  · exact map_zero _

end MajoranaStrings
```

```lean
#print axioms MajoranaStrings.syk_moments
-- 'MajoranaStrings.syk_moments' depends on axioms: [propext, Classical.choice, Quot.sound]
```

## Fixed couplings, finite matrices, operators squaring to one

The final theorem is `syk_moments`. Its modes are the elements of `Fin n`, numbered from 0, and its operators are a function `γ` from modes to complex d×d matrices. The only hypothesis on them is `IsMajorana γ`, the relation γ_iγ_j + γ_jγ_i = 2δ_ij, where the `2` is twice the identity matrix. This is the algebra of Majorana modes; hermiticity is not required.

This fixes the normalisation γ_i² = 1. With operators ψ_i = γ_i/√2, which square to 1/2, each quartic string is smaller by a factor of 4, and the right-hand side of the second moment by a factor of 16.

The couplings `J` are arbitrary complex numbers, one for each ordered quadruple, but `sykHamiltonian` reads only those in `quadruples n`, where the modes increase. No antisymmetry of `J` is assumed. The theorem contains J², not |J|², and the two agree for real couplings. For n < 4 there are no quadruples, H is zero, and both statements read 0 = 0.

The SYK model usually has random couplings and is studied at large n. The theorem concerns one given set of couplings at finite n and involves no disorder average. If the γ_i are hermitian, the couplings real and d > 0, then H is hermitian and Σ J² is the variance of its energy levels, counted with multiplicity, that is, the energy variance at infinite temperature for this finite system. This gives a check, without diagonalisation, on an SYK matrix built numerically on the whole space on which the γ_i act. It need not hold in a single block of fixed fermion parity: for n = 4, H is J_0123 or −J_0123 times the identity there, and its trace vanishes only if the coupling does.

The more general `trace_sq_strings` replaces the quadruples by any finite family of different increasing strings of common even length q. Sparse models, in which only some quadruples are kept, are therefore included. The result carries the sign (−1)^(q choose 2), which is −1 for q = 2: a hermitian quadratic Hamiltonian built from hermitian γ_i has imaginary couplings, whose squares are negative.

## From operator signs to the double sum

`majorana_sq` extracts γ_i² = 1 from the case i = j of the hypothesis. `string_comm_of_notMem` and `string_comm_of_mem` are the two sign rules, proved by induction on the list. In the second, `by_cases hij : i = j` asks whether γ_i meets itself at the head of the string. If so, the first rule handles the rest; if not, one sign is collected and the induction continues.

`string_sq` follows the second step above. The identity named `c` adds the signs, (q−1) + (q−1 choose 2) = (q choose 2), with `t.length` playing the part of q − 1.

In `trace_string_mul`, the facts `a` and `b` say that γ_i anticommutes with the first string and commutes with the second, and `k` combines them into γ_i X = −X γ_i. Cyclicity enters through `trace_mul_comm`. After rewriting, `t` says −tr X = tr X, and `linear_combination` concludes that tr X is zero.

`trace_sq_strings` expands the square with `Finset.sum_mul_sum`. For each `a`, `Finset.sum_eq_single_of_mem` reduces the inner sum to the term b = a and leaves two tasks: evaluate that term by `string_sq`, and show that the others vanish by `trace_string_mul`.

`syk_moments` then rewrites H as a sum over the lists `L p`. The first moment uses `trace_string_mul` with the empty list as second string. The second is the case q = 4, where `sign` records that (−1)^6 = 1.

Finally, `isMajorana_witness` gives a concrete instance with n = 5 and d = 4. Five modes allow five quadruples, so the double sum really has cross terms. The relations are decided by computation over the Gaussian integers, where equality of matrices is decidable, and then carried to the complex numbers by a ring homomorphism. The same matrices show why even length matters for the first moment: the product of all five, in order, is minus the identity, whose trace is −4.

## How `List.Perm.eq_of_pairwise` finds the mode

The physical argument needs a mode in one string and not in the other, whereas the sum only supplies two different labels, b ≠ a. The bridge between them is the Mathlib lemma `List.Perm.eq_of_pairwise`: two lists that are permutations of each other, and are both ordered by a relation that is antisymmetric on their entries, are equal.

The proof of `hex` supposes that no suitable mode exists, so that every entry of `L a` lies in `L b`. Because `L a` has no repetitions, `List.subperm_of_subset` makes it a permutation of a sublist of `L b`. The lengths are equal, so `perm_of_length_le` turns this into a permutation of the whole of `L b`. Both lists are strictly increasing, and `List.Perm.eq_of_pairwise` identifies them. The antisymmetry it asks for holds because x < y and y < x contradict each other, which is the content of `lt_asymm`. The hypothesis `hinj`, that different labels carry different lists, then gives b = a, a contradiction.

The ordering i < j < k < l thus has a definite role in the proof. Without it, γ_0γ_1γ_2γ_3 and γ_1γ_0γ_2γ_3 could appear as separate terms. They contain the same modes and differ only by a sign, so their product has trace −d, and the cross term would survive.
